# A network of nonnegative springs has squared frequencies between zero and twice the largest ratio of total stiffness to mass at an atom

Take two atoms, numbered 0 and 1 as Lean numbers them, each of mass \(\mu>0\), joined by a spring \(\kappa\ge 0\). If they move by \(u_0\) and \(u_1\) along a line, twice the potential energy is

\[
\kappa(u_0-u_1)^2 = 2\kappa(u_0^2+u_1^2)-\kappa(u_0+u_1)^2 .
\]

The left side is a square times \(\kappa\), so it is at least zero. The right side subtracts another such square, so it is at most \(2\kappa(u_0^2+u_1^2)\), which is \(2(\kappa/\mu)\) times \(\mu(u_0^2+u_1^2)\). In a mode of frequency \(\omega\), the ratio of the energy expression to \(\mu(u_0^2+u_1^2)\) is \(\omega^2\), hence \(0\le\omega^2\le 2\kappa/\mu\). The upper value belongs to \(u_1=-u_0\), where the subtracted square vanishes.

The same two squares, summed over all springs, extend the bounds to any finite network with one real displacement per atom. In place of \(\kappa/\mu\) stands the largest value, over all atoms, of the sum of the spring constants at an atom divided by its mass.

## Atoms, springs and the largest ratio

```lean
import Mathlib

open Matrix

namespace SpringNetworkBounds

noncomputable section

variable {n : Type*} [Fintype n]
```

The type `n` is the set of atoms, and `Fintype n` says that it is finite. A displacement is a function `u : n → ℝ`, one real number per atom. This describes motion along a line, or a single decoupled polarisation; three-dimensional displacements coupled through bond directions are not covered.

```lean
/-- The largest ratio of total spring stiffness at an atom to its mass, for a nonempty finite
set of atoms with nonzero masses. -/
def maxRatio (k : Matrix n n ℝ) (m : n → ℝ) : ℝ := ⨆ i, (∑ j, k i j) / m i
```

Here `k i j` is the spring constant \(k_{ij}\) between atoms \(i\) and \(j\), and `m i` is the mass \(m_i\). Write \(s_i=\sum_j k_{ij}\) for the total stiffness at atom \(i\). The definition is

\[
R=\max_i \frac{s_i}{m_i}.
\]

The symbol `⨆` denotes a supremum, which for a nonempty finite set is the maximum.

```lean
/-- A double sum over pairs of atoms equals half the sum of its terms symmetrised in the pair. -/
theorem sum_symmetrize (f : n → n → ℝ) :
    ∑ i, ∑ j, f i j = 1 / 2 * ∑ i, ∑ j, (f i j + f j i) := by
  have h : ∑ i, ∑ j, f j i = ∑ i, ∑ j, f i j := Finset.sum_comm
  simp only [Finset.sum_add_distrib]
  linarith
```

A Lean theorem gives its name, its assumptions, a colon, the statement, and after `:=` the proof. This one says

\[
\sum_{i,j} f_{ij}=\tfrac12\sum_{i,j}(f_{ij}+f_{ji}).
\]

Exchanging the order of summation shows that \(\sum_{i,j} f_{ji}\) equals \(\sum_{i,j} f_{ij}\), and averaging the two gives the claim. The tactic `linarith` does the final linear arithmetic.

```lean
/-- With positive masses, the total stiffness at each atom is at most the maximal ratio times
the mass of that atom. -/
theorem stiffness_le {k : Matrix n n ℝ} {m : n → ℝ} (hm : ∀ i, 0 < m i) (i : n) :
    ∑ j, k i j ≤ maxRatio k m * m i :=
  (div_le_iff₀ (hm i)).1
    (le_ciSup (f := fun i => (∑ j, k i j) / m i) (Set.finite_range _).bddAbove i)
```

In words, \(s_i\le R\,m_i\) for every atom. Each ratio \(s_i/m_i\) is at most the largest one, and multiplying by \(m_i>0\) preserves the inequality. The assumption `hm` states that all masses are positive.

## The elastic energy as a sum over springs

```lean
variable [DecidableEq n]

/-- The force-constant matrix of a spring network: total stiffness at each atom on the diagonal,
minus the matrix of spring constants. -/
def forceConstants (k : Matrix n n ℝ) : Matrix n n ℝ :=
  diagonal (fun i => ∑ l, k i l) - k
```

This is \(\Phi=\mathrm{diag}(s_i)-k\). A diagonal entry \(k_{ii}\) enters \(s_i\) and is subtracted again, so it has no effect on \(\Phi\). The theorems therefore do not require a zero diagonal; a nonnegative diagonal entry can only enlarge \(R\).

```lean
/-- The force-constant matrix acts on a displacement by summing, over all springs at an atom,
the spring constant times the relative displacement. -/
theorem force_apply (k : Matrix n n ℝ) (u : n → ℝ) (i : n) :
    (forceConstants k *ᵥ u) i = ∑ j, k i j * (u i - u j) := by
  simp only [forceConstants, Matrix.sub_mulVec, Pi.sub_apply, Matrix.mulVec_diagonal]
  simp only [Matrix.mulVec, dotProduct, mul_sub, Finset.sum_sub_distrib, Finset.sum_mul]
```

The notation `*ᵥ` is matrix times vector. By hand,

\[
(\Phi u)_i=s_iu_i-\sum_j k_{ij}u_j=\sum_j k_{ij}(u_i-u_j).
\]

The force on atom \(i\) is \(-(\Phi u)_i\). It depends only on relative displacements, so moving all atoms together costs nothing.

```lean
/-- For symmetric springs, the quadratic form of the force constants is half the sum over
ordered pairs of the spring constant times the squared relative displacement. -/
theorem elastic_energy {k : Matrix n n ℝ} (hk : k.IsSymm) (u : n → ℝ) :
    u ⬝ᵥ (forceConstants k *ᵥ u) = 1 / 2 * ∑ i, ∑ j, k i j * (u i - u j) ^ 2 := by
  have h1 : u ⬝ᵥ (forceConstants k *ᵥ u) = ∑ i, ∑ j, u i * (k i j * (u i - u j)) := by
    simp only [dotProduct, force_apply, Finset.mul_sum]
  rw [h1]
  refine (sum_symmetrize _).trans ?_
  congr 1
  refine Finset.sum_congr rfl fun i _ => Finset.sum_congr rfl fun j _ => ?_
  have hs := hk.apply i j
  simp only [hs]
  ring
```

The notation `⬝ᵥ` is the dot product, and `hk : k.IsSymm` says \(k_{ij}=k_{ji}\), which is Newton's third law for the springs. From the previous formula,

\[
u\cdot\Phi u=\sum_{i,j}k_{ij}u_i(u_i-u_j).
\]

Adding to each term the one with \(i\) and \(j\) exchanged gives

\[
k_{ij}u_i(u_i-u_j)+k_{ji}u_j(u_j-u_i)=k_{ij}(u_i-u_j)^2,
\]

so that

\[
u\cdot\Phi u=\tfrac12\sum_{i,j}k_{ij}(u_i-u_j)^2 .
\]

This is twice the potential energy; the factor \(\tfrac12\) compensates for counting each spring in both orders. In the proof, `sum_symmetrize` adds the exchanged terms, `hs` supplies the symmetry of \(k\), and `ring` checks the algebra.

## The distance to the upper bound

```lean
/-- For symmetric springs and any number `Ω`, the difference between `2 Ω` times the mass form and
the elastic form splits into an on-site part and half the sum over ordered pairs of the spring
constant times `(u i + u j) ^ 2`. -/
theorem energy_gap {k : Matrix n n ℝ} (hk : k.IsSymm) (m u : n → ℝ) (Ω : ℝ) :
    2 * Ω * (u ⬝ᵥ (diagonal m *ᵥ u)) - u ⬝ᵥ (forceConstants k *ᵥ u)
      = 2 * ∑ i, (Ω * m i - ∑ j, k i j) * u i ^ 2
        + 1 / 2 * ∑ i, ∑ j, k i j * (u i + u j) ^ 2 := by
  -- split off the on-site part
  have h1 : 2 * Ω * (u ⬝ᵥ (diagonal m *ᵥ u))
      = 2 * ∑ i, (Ω * m i - ∑ j, k i j) * u i ^ 2 + 2 * ∑ i, (∑ j, k i j) * u i ^ 2 := by
    simp only [dotProduct, Matrix.mulVec_diagonal, Finset.mul_sum, ← Finset.sum_add_distrib]
    refine Finset.sum_congr rfl fun i _ => ?_
    ring
  -- the remainder is a sum over springs, which is then symmetrised
  have h2 : 2 * ∑ i, (∑ j, k i j) * u i ^ 2 - u ⬝ᵥ (forceConstants k *ᵥ u)
      = ∑ i, ∑ j, u i * (k i j * (u i + u j)) := by
    simp only [dotProduct, force_apply]
    rw [Finset.mul_sum, ← Finset.sum_sub_distrib]
    refine Finset.sum_congr rfl fun i _ => ?_
    simp only [Finset.mul_sum, Finset.sum_mul, ← Finset.sum_sub_distrib]
    refine Finset.sum_congr rfl fun j _ => ?_
    ring
  have h3 : ∑ i, ∑ j, u i * (k i j * (u i + u j))
      = 1 / 2 * ∑ i, ∑ j, k i j * (u i + u j) ^ 2 := by
    refine (sum_symmetrize _).trans ?_
    congr 1
    refine Finset.sum_congr rfl fun i _ => Finset.sum_congr rfl fun j _ => ?_
    have hs := hk.apply i j
    simp only [hs]
    ring
  linarith
```

Let \(M\) be the diagonal mass matrix, written `diagonal m`, and let \(\Omega\) be any real number. The theorem states

\[
2\Omega\,u\cdot Mu-u\cdot\Phi u
=2\sum_i(\Omega m_i-s_i)u_i^2+\tfrac12\sum_{i,j}k_{ij}(u_i+u_j)^2 .
\]

To derive it, first write \(\Omega m_i=(\Omega m_i-s_i)+s_i\), which is step `h1`:

\[
2\Omega\sum_i m_iu_i^2=2\sum_i(\Omega m_i-s_i)u_i^2+2\sum_i s_iu_i^2 .
\]

Then combine the last sum with the elastic form, which is step `h2`:

\[
2\sum_i s_iu_i^2-\sum_{i,j}k_{ij}u_i(u_i-u_j)=\sum_{i,j}k_{ij}u_i(u_i+u_j).
\]

Symmetrising as before turns the right side into \(\tfrac12\sum_{i,j}k_{ij}(u_i+u_j)^2\), which is step `h3`. Adding the pieces gives the identity.

```lean
/-- For symmetric nonnegative springs and positive masses, the elastic form of every displacement
lies between zero and twice the maximal stiffness-to-mass ratio times the mass form. -/
theorem energy_bounds {k : Matrix n n ℝ} {m : n → ℝ} (hk : k.IsSymm)
    (hk0 : ∀ i j, 0 ≤ k i j) (hm : ∀ i, 0 < m i) (u : n → ℝ) :
    0 ≤ u ⬝ᵥ (forceConstants k *ᵥ u) ∧
      u ⬝ᵥ (forceConstants k *ᵥ u) ≤ 2 * maxRatio k m * (u ⬝ᵥ (diagonal m *ᵥ u)) := by
  constructor
  · rw [elastic_energy hk]
    exact mul_nonneg (by norm_num) (Finset.sum_nonneg fun i _ => Finset.sum_nonneg fun j _ =>
      mul_nonneg (hk0 i j) (sq_nonneg _))
  · have hg := energy_gap hk m u (maxRatio k m)
    have hA : 0 ≤ ∑ i, (maxRatio k m * m i - ∑ j, k i j) * u i ^ 2 :=
      Finset.sum_nonneg fun i _ => mul_nonneg (sub_nonneg.2 (stiffness_le hm i)) (sq_nonneg _)
    have hB : 0 ≤ ∑ i, ∑ j, k i j * (u i + u j) ^ 2 :=
      Finset.sum_nonneg fun i _ => Finset.sum_nonneg fun j _ =>
        mul_nonneg (hk0 i j) (sq_nonneg _)
    linarith
```

The assumption `hk0` says that no spring constant is negative: each spring resists being stretched or compressed. The conclusion is

\[
0\le u\cdot\Phi u\le 2R\,u\cdot Mu
\]

for every displacement, whether or not it is a mode. The lower bound holds because `elastic_energy` is a sum of nonnegative terms. For the upper bound, set \(\Omega=R\) in `energy_gap`. The on-site terms are nonnegative by `stiffness_le`, and the spring terms are nonnegative because \(k_{ij}\ge0\).

## From energies to frequencies

```lean
/-- For symmetric nonnegative springs and positive masses, every squared frequency `lam` of a
nonzero mode lies between zero and twice the maximal stiffness-to-mass ratio. -/
theorem squared_frequency_bounds {k : Matrix n n ℝ} {m u : n → ℝ} {lam : ℝ} (hk : k.IsSymm)
    (hk0 : ∀ i j, 0 ≤ k i j) (hm : ∀ i, 0 < m i) (hu : u ≠ 0)
    (h : forceConstants k *ᵥ u = lam • (diagonal m *ᵥ u)) :
    0 ≤ lam ∧ lam ≤ 2 * maxRatio k m := by
  -- the mass form of a nonzero displacement is positive
  have hT : 0 < u ⬝ᵥ (diagonal m *ᵥ u) := by
    obtain ⟨i, hi⟩ := Function.ne_iff.1 hu
    have hi' : u i ≠ 0 := hi
    simp only [dotProduct, Matrix.mulVec_diagonal]
    refine Finset.sum_pos' (fun j _ => ?_) ⟨i, Finset.mem_univ i, ?_⟩
    · have := mul_nonneg (hm j).le (mul_self_nonneg (u j))
      linarith
    · have := mul_pos (hm i) (mul_self_pos.2 hi')
      linarith
  obtain ⟨h0, h1⟩ := energy_bounds hk hk0 hm u
  rw [h, dotProduct_smul, smul_eq_mul] at h0 h1
  exact ⟨le_of_mul_le_mul_right (by linarith) hT, le_of_mul_le_mul_right h1 hT⟩
```

The assumption `h` is the mode equation \(\Phi u=\lambda Mu\), with `lam` for \(\lambda=\omega^2\) and `•` for multiplication by a number. Here \(\lambda\) is real by its type, and `hu` says that \(u\) is not the zero displacement. The conclusion is \(0\le\lambda\le2R\).

Some \(u_i\) is nonzero and all masses are positive, so \(T=u\cdot Mu=\sum_i m_iu_i^2>0\); this is `hT`. Taking the dot product of the mode equation with \(u\) gives \(u\cdot\Phi u=\lambda T\). The energy bounds become \(0\le\lambda T\le2RT\), and dividing by \(T\) finishes the argument.

For a purely harmonic network of this scalar kind with \(R>0\), the bound gives a stable time step for molecular dynamics without diagonalising anything: \(\Delta t<\sqrt{2/R}\) keeps every mode below the Verlet stability limit \(\omega\Delta t=2\). This is a condition for stability, not for accuracy.

If negative spring constants are allowed, either bound can fail, though some networks with negative constants still satisfy both. Take the dimer with \(\kappa=-1\) and \(\mu=1\). Then \(R=-1\), so the claimed range would be \(0\le\lambda\le-2\), which is empty. Yet \((1,-1)\) is a mode with \(\lambda=-2\), an instability that violates the lower bound, and \((1,1)\) is a mode with \(\lambda=0\), which violates the upper one.

## Which motions reach the upper bound

```lean
/-- For symmetric nonnegative springs and positive masses, a displacement solves the mode equation
at the upper bound exactly when atoms joined by a spring move oppositely and every moving atom
has the maximal stiffness-to-mass ratio. -/
theorem upper_bound_attained_iff {k : Matrix n n ℝ} {m : n → ℝ} (hk : k.IsSymm)
    (hk0 : ∀ i j, 0 ≤ k i j) (hm : ∀ i, 0 < m i) (u : n → ℝ) :
    forceConstants k *ᵥ u = (2 * maxRatio k m) • (diagonal m *ᵥ u) ↔
      (∀ i j, k i j ≠ 0 → u j = -u i) ∧
        ∀ i, u i ≠ 0 → (∑ j, k i j) / m i = maxRatio k m := by
  constructor
  · intro h
    -- both nonnegative parts of the energy gap must vanish term by term
    have hg := energy_gap hk m u (maxRatio k m)
    rw [h, dotProduct_smul, smul_eq_mul, sub_self] at hg
    have ha : ∀ i ∈ Finset.univ, 0 ≤ (maxRatio k m * m i - ∑ j, k i j) * u i ^ 2 :=
      fun i _ => mul_nonneg (sub_nonneg.2 (stiffness_le hm i)) (sq_nonneg _)
    have hb : ∀ i, ∀ j ∈ Finset.univ, 0 ≤ k i j * (u i + u j) ^ 2 :=
      fun i j _ => mul_nonneg (hk0 i j) (sq_nonneg _)
    have hb' : ∀ i ∈ Finset.univ, 0 ≤ ∑ j, k i j * (u i + u j) ^ 2 :=
      fun i _ => Finset.sum_nonneg (hb i)
    have hA := Finset.sum_nonneg ha
    have hB := Finset.sum_nonneg hb'
    constructor
    · intro i j hij
      have h1 := (Finset.sum_eq_zero_iff_of_nonneg hb').1 (by linarith) i (Finset.mem_univ i)
      have h2 := (Finset.sum_eq_zero_iff_of_nonneg (hb i)).1 h1 j (Finset.mem_univ j)
      have h3 := pow_eq_zero_iff two_ne_zero |>.1 ((mul_eq_zero.1 h2).resolve_left hij)
      linarith
    · intro i hi
      have h1 := (Finset.sum_eq_zero_iff_of_nonneg ha).1 (by linarith) i (Finset.mem_univ i)
      have h2 := (mul_eq_zero.1 h1).resolve_right (pow_ne_zero 2 hi)
      rw [div_eq_iff (hm i).ne']
      linarith
  · rintro ⟨h1, h2⟩
    ext i
    rw [force_apply, Pi.smul_apply, Matrix.mulVec_diagonal, smul_eq_mul]
    -- opposite motion doubles the restoring force
    have hs : ∑ j, k i j * (u i - u j) = 2 * (∑ j, k i j) * u i := by
      rw [Finset.mul_sum, Finset.sum_mul]
      refine Finset.sum_congr rfl fun j _ => ?_
      by_cases hz : k i j = 0
      · simp [hz]
      · rw [h1 i j hz]
        ring
    rw [hs]
    by_cases hi : u i = 0
    · simp [hi]
    · rw [(div_eq_iff (hm i).ne').1 (h2 i hi)]
      ring
```

The symbol `↔` means "if and only if". A displacement satisfies \(\Phi u=2RMu\) exactly when two conditions hold:

- \(u_j=-u_i\) whenever \(k_{ij}\ne0\);
- \(s_i/m_i=R\) whenever \(u_i\ne0\).

The zero displacement satisfies both sides trivially, so the physical content lies in nonzero \(u\). If a diagonal entry \(k_{ii}\) is nonzero, the first condition with \(j=i\) forces \(u_i=0\).

For the forward direction, the mode equation makes the left side of `energy_gap` zero at \(\Omega=R\). The right side consists of nonnegative terms, so each vanishes separately. Thus \(k_{ij}(u_i+u_j)^2=0\) gives the first condition, and \((Rm_i-s_i)u_i^2=0\) gives the second. The lemma `Finset.sum_eq_zero_iff_of_nonneg` carries out the passage from a vanishing sum to vanishing terms.

For the converse, opposite motion gives

\[
(\Phi u)_i=\sum_jk_{ij}(u_i-u_j)=2s_iu_i .
\]

If \(u_i=0\), both sides of the mode equation vanish at atom \(i\). Otherwise \(s_i=Rm_i\), and the result is \(2Rm_iu_i\), as required.

A chain of three atoms shows both conditions at work. Let the two springs have constant 1, so that

\[
\Phi=\begin{pmatrix}1&-1&0\\-1&2&-1\\0&-1&1\end{pmatrix},\qquad (s_0,s_1,s_2)=(1,2,1).
\]

With masses \((1,1,1)\) the ratios are \(1,2,1\), and the bound is \(2R=4\). The highest mode is \((1,-2,1)\), for which \(\Phi u=(3,-6,3)\) and \(\lambda=3\). The bound is missed, since the outer atoms move but have ratio 1.

With masses \((1,2,1)\) all three ratios are 1 and the bound is 2. Now \(u=(1,-1,1)\) gives \(\Phi u=(2,-4,2)=2Mu\), so \(\lambda=2\) and the bound is reached.

## The dimer in Lean

```lean
/-- Two atoms of equal positive mass `μ` joined by a spring `κ` have maximal ratio `κ / μ`, and
the displacement `(1, -1)` is a mode with squared frequency `2 κ / μ`. -/
theorem dimer_attains_bound (κ μ : ℝ) (hμ : 0 < μ) :
    maxRatio !![0, κ; κ, 0] (fun _ => μ) = κ / μ ∧
      forceConstants !![0, κ; κ, 0] *ᵥ ![1, -1]
        = (2 * (κ / μ)) • (diagonal (fun _ => μ) *ᵥ ![1, -1]) := by
  constructor
  · have h : ∀ i : Fin 2, (∑ j, !![0, κ; κ, 0] i j) / μ = κ / μ := by
      intro i
      fin_cases i <;> simp [Fin.sum_univ_two]
    simp only [maxRatio, h, ciSup_const]
  · have e : ∀ x : ℝ, 2 * (κ / μ) * (μ * x) = 2 * κ * x := by
      intro x
      have := hμ.ne'
      field_simp
    ext i
    simp only [force_apply, Pi.smul_apply, Matrix.mulVec_diagonal, smul_eq_mul, e]
    fin_cases i <;> simp [Fin.sum_univ_two] <;> ring

end

end SpringNetworkBounds
```

The expression `!![0, κ; κ, 0]` is a two-by-two matrix written row by row, and `![1, -1]` is a vector. Both atoms have total stiffness \(\kappa\), so \(R=\kappa/\mu\). For \(u=(1,-1)\),

\[
\Phi u=(2\kappa,-2\kappa)=\frac{2\kappa}{\mu}\,(\mu,-\mu)=2R\,Mu .
\]

The proof checks the two atoms separately with `fin_cases i`. Normalised so that \(u\cdot Mu=1\), the mode is \((1,-1)/\sqrt{2\mu}\). The statement places no sign condition on \(\kappa\); for \(\kappa\ge0\) the general bound applies, and for \(\kappa>0\) this mode shows that its factor 2 is the best possible.

```lean
#print axioms SpringNetworkBounds.squared_frequency_bounds
-- 'SpringNetworkBounds.squared_frequency_bounds' depends on axioms: [propext, Classical.choice, Quot.sound]
#print axioms SpringNetworkBounds.upper_bound_attained_iff
-- 'SpringNetworkBounds.upper_bound_attained_iff' depends on axioms: [propext, Classical.choice, Quot.sound]
#print axioms SpringNetworkBounds.dimer_attains_bound
-- 'SpringNetworkBounds.dimer_attains_bound' depends on axioms: [propext, Classical.choice, Quot.sound]
```
